# The mixed response functional of a positive definite real matrix on a nonzero space has one stationary point, a saddle

## Two perturbations and their trial responses

A system in a non-degenerate ground state $g$ of energy $E_g$ feels two weak static perturbations $V_a$ and $V_b$. The quantity wanted is the mixed second derivative of its energy with respect to their strengths. An off-diagonal component of the static electric polarizability is minus such a derivative, the strengths being two components of a uniform electric field.

All quantities are real, and the excited space is spanned by finitely many orthonormal states $i$ orthogonal to $g$. The conventions are:

- $\langle x,y\rangle=\sum_i x_i y_i$ is the scalar product of coefficient vectors.
- $A$ is the matrix of $H-E_g$ on the excited space, where $H$ is the unperturbed Hamiltonian. Its eigenvalues are the excitation energies.
- $a_i=\langle i|V_a|g\rangle$ and $b_i=\langle i|V_b|g\rangle$ are the sources.
- $x$ and $y$ are trial first-order changes of the state, $x$ for the perturbation $V_a$ and $y$ for $V_b$.

The mixed functional is

$$F(x,y)=\langle x,Ay\rangle+\langle x,b\rangle+\langle a,y\rangle .$$

Here "response" means the first-order change of the state, not a susceptibility. The sources are crossed in $F$: $x$, the trial response to $a$, multiplies $b$. At the exact responses $F$ equals half the mixed second derivative of the energy.

The matrix $A$ is assumed positive definite: it is symmetric, and $\langle e,Ae\rangle>0$ for every $e\neq0$. Physically, every excitation costs energy.

## One stationary point, with errors of both signs

Let the excited space contain at least one state. Then:

1. $F$ has exactly one stationary point, $x_*=-A^{-1}a$, $y_*=-A^{-1}b$.
2. For all displacements $u$ and $v$, the error is exactly $F(x_*+u,y_*+v)-F(x_*,y_*)=\langle u,Av\rangle$.
3. Every neighbourhood of $(x_*,y_*)$ contains points where $F$ is lower and points where it is higher than at $(x_*,y_*)$.
4. $F$ is unbounded below and above.

If the mixed second derivative is evaluated as $2F(x,y)$ from approximate responses, its error within the given finite space is therefore $2\langle u,Av\rangle$, where $u$ and $v$ are the errors of the two responses. It is bilinear in them and vanishes if either response is exact. A lower value of $F$ does not indicate a better pair of responses.

## Expansion and the linear response equations

Displace both arguments and multiply out:

$$F(x+u,y+v)=F(x,y)+\langle u,Ay\rangle+\langle x,Av\rangle+\langle u,Av\rangle+\langle u,b\rangle+\langle a,v\rangle .$$

Since $A$ is symmetric, $\langle x,Av\rangle=\langle Ax,v\rangle$, and so

$$F(x+u,y+v)=F(x,y)+\langle u,Ay+b\rangle+\langle Ax+a,v\rangle+\langle u,Av\rangle .$$

Replace $u,v$ by $tu,tv$. The two middle terms become linear in $t$ and the last one quadratic, so the derivative at $t=0$ is

$$\langle u,Ay+b\rangle+\langle Ax+a,v\rangle .$$

At a stationary point this vanishes for all $u$ and $v$. The choice $u=0$, $v=Ax+a$ gives $\langle Ax+a,Ax+a\rangle=0$, hence $Ax+a=0$. The choice $u=Ay+b$, $v=0$ gives $Ay+b=0$ in the same way. Conversely, these two equations make the derivative zero in every direction.

A positive definite matrix is invertible, because $Ay=0$ implies $\langle y,Ay\rangle=0$ and so $y=0$. The two equations therefore have the single solution $(x_*,y_*)$. There the linear terms of the expansion drop out, and the error $\langle u,Av\rangle$ remains.

The stationary value follows by grouping terms:

$$F(x_*,y_*)=\langle x_*,Ay_*+b\rangle+\langle a,y_*\rangle=\langle a,y_*\rangle=-\langle a,A^{-1}b\rangle .$$

## Displacements along one direction

Choose $e\neq0$ and put $q=\langle e,Ae\rangle>0$. For real $s$ and $t$,

$$F(x_*+se,\,y_*+te)=F(x_*,y_*)+st\,q .$$

With $s=t$ the error is $t^2q>0$, and with $s=-t$ it is $-t^2q<0$, for every $t\neq0$. Small $t$ brings both points into any given neighbourhood. With $t=1$ and $s=(M\mp1-F(x_*,y_*))/q$ the functional takes the value $M\mp1$, so no number $M$ bounds it from either side.

## One excited state, then two

The smallest case has a single excited state with excitation energy $\alpha>0$. All vectors are numbers, and

$$F(x,y)=\alpha\Big(x+\frac a\alpha\Big)\Big(y+\frac b\alpha\Big)-\frac{ab}{\alpha}.$$

The surface is a hyperbolic paraboloid. It rises when the two errors have equal signs and falls when they have opposite signs.

Three levels, the ground state and two excited states with excitation energies 1 and 2 in some unit, give $A=\mathrm{diag}(1,2)$. With the excited states numbered 0 and 1,

$$F=x_0y_0+2x_1y_1+x_0b_0+x_1b_1+a_0y_0+a_1y_1 ,$$

and completing one product for each state gives

$$F=-\Big(a_0b_0+\frac{a_1b_1}2\Big)+(x_0+a_0)(y_0+b_0)+2\Big(x_1+\frac{a_1}2\Big)\Big(y_1+\frac{b_1}2\Big).$$

The stationary point is $x=(-a_0,-a_1/2)$, $y=(-b_0,-b_1/2)$.

## The functional and its saddle in Lean

The excited states are the elements of a finite type `n`, and a coefficient vector is a function `n → ℝ`. The scalar product is written `⬝ᵥ` and the action of a matrix on a vector `*ᵥ`. The functional $F$ is `mixedF A a b x y`, and `response A b` is $-A^{-1}b$, with the minus sign included.

`IsStationary` says that for every pair of directions `u`, `v` the function $t\mapsto F(x+tu,y+tv)$ has derivative 0 at $t=0$. Both arguments vary independently.

The main theorem, `mixedF_saddle`, assumes `A.PosDef`, which includes symmetry, and `Nonempty n`, which says that there is at least one excited state. Without any excited state $F$ would be identically zero, and the claims about signs and unboundedness would fail. The four parts of its conclusion are the four statements listed above, in that order; `U ∈ 𝓝 (…)` means that `U` is a neighbourhood of the point. The stationary value is given by `mixedF_response`, and the three-level formulas by `threeLevel_stationary` and `threeLevel_mixedF`.

The theorems start from a given matrix and given sources. That these come from a Hamiltonian and its perturbations, and that the stationary value is then half an energy derivative, is the step from perturbation theory that the reader supplies. Complex coefficients, frequency-dependent fields and infinite-dimensional spaces are not treated here.

```lean
import Mathlib

open Matrix
open scoped Topology

namespace MixedResponseFunctional

noncomputable section

variable {n : Type*} [Fintype n]

/-- The mixed second-order functional `F(x,y) = ⟨x, A y⟩ + ⟨x, b⟩ + ⟨a, y⟩` of two trial
responses `x` and `y`, with sources `a` and `b`. -/
def mixedF (A : Matrix n n ℝ) (a b x y : n → ℝ) : ℝ :=
  x ⬝ᵥ A *ᵥ y + x ⬝ᵥ b + a ⬝ᵥ y

/-- The pair `(x, y)` is stationary: the derivative of the functional along every straight
line through it vanishes there. -/
def IsStationary (A : Matrix n n ℝ) (a b x y : n → ℝ) : Prop :=
  ∀ u v : n → ℝ, HasDerivAt (fun t : ℝ => mixedF A a b (x + t • u) (y + t • v)) 0 0

/-- Exact expansion of the functional about any pair of trial responses, for symmetric `A`:
two terms linear in the displacements and one bilinear term. -/
theorem mixedF_add {A : Matrix n n ℝ} (hA : A.IsSymm) (a b x y u v : n → ℝ) :
    mixedF A a b (x + u) (y + v) =
      mixedF A a b x y + u ⬝ᵥ (A *ᵥ y + b) + (A *ᵥ x + a) ⬝ᵥ v + u ⬝ᵥ A *ᵥ v := by
  -- symmetry moves `A` to the left factor
  have h : x ⬝ᵥ A *ᵥ v = (A *ᵥ x) ⬝ᵥ v := by
    rw [Matrix.dotProduct_mulVec, ← Matrix.vecMul_transpose, hA.eq]
  simp only [mixedF, Matrix.mulVec_add, add_dotProduct, dotProduct_add]
  linear_combination h

/-- For symmetric `A`, the first variation of the functional in the direction `(u, v)` pairs
`u` and `v` with the residuals `A y + b` and `A x + a`. -/
theorem hasDerivAt_mixedF {A : Matrix n n ℝ} (hA : A.IsSymm) (a b x y u v : n → ℝ) :
    HasDerivAt (fun t : ℝ => mixedF A a b (x + t • u) (y + t • v))
      (u ⬝ᵥ (A *ᵥ y + b) + (A *ᵥ x + a) ⬝ᵥ v) 0 := by
  -- along a line the functional is a quadratic polynomial in `t`
  have hf : (fun t : ℝ => mixedF A a b (x + t • u) (y + t • v)) = fun t : ℝ =>
      (mixedF A a b x y + t * (u ⬝ᵥ (A *ᵥ y + b) + (A *ᵥ x + a) ⬝ᵥ v))
        + t ^ 2 * (u ⬝ᵥ A *ᵥ v) := by
    funext t
    rw [mixedF_add hA]
    simp only [smul_dotProduct, dotProduct_smul, Matrix.mulVec_smul, smul_eq_mul]
    ring
  rw [hf]
  have h1 := (((hasDerivAt_id' (0 : ℝ)).mul_const
    (u ⬝ᵥ (A *ᵥ y + b) + (A *ᵥ x + a) ⬝ᵥ v)).const_add (mixedF A a b x y)).fun_add
    (((hasDerivAt_id' (0 : ℝ)).fun_pow 2).mul_const (u ⬝ᵥ A *ᵥ v))
  exact h1.congr_deriv (by simp)

omit [Fintype n] in
/-- Every neighbourhood of `(x, y)` contains a point of the line through `(x, y)` with direction
`(s e, e)` at some positive parameter. -/
theorem exists_pos_mem_nhds (x y e : n → ℝ) (s : ℝ) {U : Set ((n → ℝ) × (n → ℝ))}
    (hU : U ∈ 𝓝 (x, y)) : ∃ t : ℝ, 0 < t ∧ (x + (s * t) • e, y + t • e) ∈ U := by
  have hc : Continuous (fun t : ℝ => (x + (s * t) • e, y + t • e)) := by fun_prop
  have h0 : U ∈ 𝓝 ((fun t : ℝ => (x + (s * t) • e, y + t • e)) 0) := by simpa using hU
  have h1 := hc.continuousAt.preimage_mem_nhds h0
  obtain ⟨t, ht, hpos⟩ := Filter.nonempty_of_mem (Filter.inter_mem
    (mem_nhdsWithin_of_mem_nhds h1) (self_mem_nhdsWithin : Set.Ioi (0 : ℝ) ∈ 𝓝[>] (0 : ℝ)))
  exact ⟨t, hpos, ht⟩

variable [DecidableEq n]

/-- The response `-A⁻¹ b` to a source `b`, for invertible `A`. -/
def response (A : Matrix n n ℝ) (b : n → ℝ) : n → ℝ := -(A⁻¹ *ᵥ b)

/-- For positive definite `A`, the linear response equation `A y + b = 0` has the response
`-A⁻¹ b` as its only solution. -/
theorem response_iff {A : Matrix n n ℝ} (hA : A.PosDef) (b y : n → ℝ) :
    A *ᵥ y + b = 0 ↔ y = response A b := by
  have hu : IsUnit A.det := isUnit_iff_ne_zero.mpr hA.det_pos.ne'
  constructor
  · intro h
    have hb : b = -(A *ᵥ y) := eq_neg_of_add_eq_zero_right h
    rw [response, hb, Matrix.mulVec_neg, neg_neg, Matrix.mulVec_mulVec,
      Matrix.nonsing_inv_mul _ hu, Matrix.one_mulVec]
  · intro h
    rw [h, response, Matrix.mulVec_neg, Matrix.mulVec_mulVec,
      Matrix.mul_nonsing_inv _ hu, Matrix.one_mulVec, neg_add_cancel]

/-- For positive definite `A` on a nonzero space, the functional has exactly one stationary point,
`(-A⁻¹ a, -A⁻¹ b)`. Displacing its two arguments by `u` and `v` changes the functional by exactly
`⟨u, A v⟩`. This change takes both signs in every neighbourhood of the point, and the functional is
unbounded below and above. -/
theorem mixedF_saddle [Nonempty n] {A : Matrix n n ℝ} (hA : A.PosDef) (a b : n → ℝ) :
    (∀ x y, IsStationary A a b x y ↔ x = response A a ∧ y = response A b) ∧
    (∀ u v, mixedF A a b (response A a + u) (response A b + v)
      - mixedF A a b (response A a) (response A b) = u ⬝ᵥ A *ᵥ v) ∧
    (∀ U ∈ 𝓝 (response A a, response A b),
      (∃ p ∈ U, mixedF A a b p.1 p.2 < mixedF A a b (response A a) (response A b)) ∧
      ∃ p ∈ U, mixedF A a b (response A a) (response A b) < mixedF A a b p.1 p.2) ∧
    ∀ M : ℝ, (∃ x y, mixedF A a b x y < M) ∧ ∃ x y, M < mixedF A a b x y := by
  have hs : A.IsSymm := by
    have h := hA.isHermitian.eq
    rw [Matrix.conjTranspose_eq_transpose_of_trivial] at h
    exact h
  have err : ∀ u v, mixedF A a b (response A a + u) (response A b + v)
      - mixedF A a b (response A a) (response A b) = u ⬝ᵥ A *ᵥ v := by
    intro u v
    rw [mixedF_add hs, (response_iff hA b _).2 rfl, (response_iff hA a _).2 rfl,
      dotProduct_zero, zero_dotProduct]
    ring
  obtain ⟨e, he⟩ := exists_ne (0 : n → ℝ)
  have hq : 0 < e ⬝ᵥ A *ᵥ e := by
    simpa only [star_trivial] using hA.dotProduct_mulVec_pos he
  -- displacements along `e` with independent amplitudes
  have line : ∀ s t : ℝ, mixedF A a b (response A a + s • e) (response A b + t • e)
      = mixedF A a b (response A a) (response A b) + s * t * (e ⬝ᵥ A *ᵥ e) := by
    intro s t
    have h := err (s • e) (t • e)
    rw [Matrix.mulVec_smul, smul_dotProduct, dotProduct_smul, smul_eq_mul, smul_eq_mul] at h
    linear_combination h
  refine ⟨fun x y => ?_, err, fun U hU => ⟨?_, ?_⟩, fun M => ⟨?_, ?_⟩⟩
  · rw [← response_iff hA a x, ← response_iff hA b y]
    constructor
    · -- test the first variation with the residuals themselves
      intro h
      have h1 := (h 0 (A *ᵥ x + a)).unique (hasDerivAt_mixedF hs a b x y _ _)
      have h2 := (h (A *ᵥ y + b) 0).unique (hasDerivAt_mixedF hs a b x y _ _)
      rw [zero_dotProduct, zero_add] at h1
      rw [dotProduct_zero, add_zero] at h2
      exact ⟨dotProduct_self_eq_zero.mp h1.symm, dotProduct_self_eq_zero.mp h2.symm⟩
    · rintro ⟨h1, h2⟩ u v
      have h := hasDerivAt_mixedF hs a b x y u v
      rw [h1, h2, dotProduct_zero, zero_dotProduct, add_zero] at h
      exact h
  · obtain ⟨t, ht, hm⟩ := exists_pos_mem_nhds _ _ e (-1) hU
    refine ⟨_, hm, ?_⟩
    dsimp only
    rw [line]
    nlinarith [mul_pos (mul_pos ht ht) hq]
  · obtain ⟨t, ht, hm⟩ := exists_pos_mem_nhds _ _ e 1 hU
    refine ⟨_, hm, ?_⟩
    dsimp only
    rw [line]
    nlinarith [mul_pos (mul_pos ht ht) hq]
  · -- the amplitude is chosen so that the value is `M - 1`
    refine ⟨_, _, lt_of_eq_of_lt (line ((M - 1 - mixedF A a b (response A a) (response A b))
      / (e ⬝ᵥ A *ᵥ e)) 1) ?_⟩
    rw [mul_one, div_mul_cancel₀ _ hq.ne']
    linarith
  · refine ⟨_, _, lt_of_lt_of_eq ?_ (line ((M + 1 - mixedF A a b (response A a) (response A b))
      / (e ⬝ᵥ A *ᵥ e)) 1).symm⟩
    rw [mul_one, div_mul_cancel₀ _ hq.ne']
    linarith

/-- For positive definite `A`, the value of the functional at the pair of responses is
`⟨a, y⟩`, with `y` the response to `b`. -/
theorem mixedF_response {A : Matrix n n ℝ} (hA : A.PosDef) (a b : n → ℝ) :
    mixedF A a b (response A a) (response A b) = a ⬝ᵥ response A b := by
  rw [mixedF, ← dotProduct_add, (response_iff hA b _).2 rfl, dotProduct_zero, zero_add]

/-- The matrix `diag(1, 2)` of excitation energies of a three-level system, on its two
excited states. -/
def threeLevel : Matrix (Fin 2) (Fin 2) ℝ := Matrix.diagonal ![1, 2]

/-- The three-level excitation matrix is positive definite. -/
theorem threeLevel_posDef : threeLevel.PosDef := by
  refine Matrix.PosDef.diagonal fun i => ?_
  fin_cases i <;> simp

/-- For three levels with excitation energies 1 and 2, the only stationary point `(x, y)` has
`x = (-a₀, -a₁/2)` and `y = (-b₀, -b₁/2)`. -/
theorem threeLevel_stationary (a b x y : Fin 2 → ℝ) :
    IsStationary threeLevel a b x y ↔
      x = ![-a 0, -a 1 / 2] ∧ y = ![-b 0, -b 1 / 2] := by
  have h : ∀ c : Fin 2 → ℝ, response threeLevel c = ![-c 0, -c 1 / 2] := by
    intro c
    refine ((response_iff threeLevel_posDef c _).1 ?_).symm
    ext i
    fin_cases i <;> simp [threeLevel]
    ring
  rw [(mixedF_saddle threeLevel_posDef a b).1 x y, h, h]

/-- For three levels the functional is a constant plus one product of displacements for each
excited state, weighted by the excitation energies 1 and 2. -/
theorem threeLevel_mixedF (a b x y : Fin 2 → ℝ) :
    mixedF threeLevel a b x y = -(a 0 * b 0 + a 1 * b 1 / 2)
      + (x 0 + a 0) * (y 0 + b 0) + 2 * ((x 1 + a 1 / 2) * (y 1 + b 1 / 2)) := by
  simp only [mixedF, threeLevel, dotProduct, Matrix.mulVec_diagonal, Fin.sum_univ_two,
    Matrix.cons_val_zero, Matrix.cons_val_one]
  ring

end

end MixedResponseFunctional
```

```lean
#print axioms MixedResponseFunctional.mixedF_saddle
#print axioms MixedResponseFunctional.mixedF_response
#print axioms MixedResponseFunctional.threeLevel_stationary
#print axioms MixedResponseFunctional.threeLevel_mixedF
```

```
'MixedResponseFunctional.mixedF_saddle' depends on axioms: [propext, Classical.choice, Quot.sound]
'MixedResponseFunctional.mixedF_response' depends on axioms: [propext, Classical.choice, Quot.sound]
'MixedResponseFunctional.threeLevel_stationary' depends on axioms: [propext, Classical.choice, Quot.sound]
'MixedResponseFunctional.threeLevel_mixedF' depends on axioms: [propext, Classical.choice, Quot.sound]
```

## Residuals, a line and a chosen amplitude

`mixedF_add` is the exact expansion. Its auxiliary equation `h` moves $A$ to the left factor by symmetry; `simp only` multiplies out the rest, and `linear_combination h` closes the identity.

`hasDerivAt_mixedF` first rewrites $F$ along a line as a quadratic polynomial in $t$, using the expansion. The rules for derivatives of $t$ and $t^2$ then give the first variation at $t=0$.

`response_iff` shows that $Ay+b=0$ holds exactly when $y=-A^{-1}b$. Invertibility comes from the positive determinant of a positive definite matrix, a slightly different route from the argument about $Ay=0$ above.

`exists_pos_mem_nhds` supplies the small displacements. The map $t\mapsto(x+ste,\,y+te)$ is continuous, so it stays inside a given neighbourhood of $(x,y)$ for some positive $t$. The number $s$ is here the ratio of the two amplitudes, and it is used with the values $-1$ and $1$.

The proof of `mixedF_saddle` assembles these results:

- `err` is the error formula, obtained from the expansion once both residuals are zero.
- `hq` is the inequality $q>0$ for a nonzero vector `e`, which exists because the space is nonzero.
- `line` is the formula with $st\,q$, where $s$ and $t$ are independent amplitudes.
- For stationarity, `h1` and `h2` compare the assumed derivative 0 with the computed one in the directions of the two residuals. Derivatives are unique, so the squared length of each residual is zero.
- For the signs, `nlinarith` receives the fact that $t\cdot t\cdot q$ is positive.
- For unboundedness, the amplitude is the quotient given above, and `div_mul_cancel₀` cancels $q$.

`mixedF_response` groups the terms containing $x_*$ and uses $Ay_*+b=0$.

For three levels, `threeLevel_posDef` checks that the diagonal entries are positive. `threeLevel_stationary` does not compute an inverse matrix: it verifies that the proposed vector solves the response equation and lets `response_iff` identify it. `threeLevel_mixedF` writes out the sums over the two states and leaves the completed products to `ring`.
